# With the history fixed, stronger regularization in Anderson mixing never lengthens the coefficient vector or lowers the predicted residual

Let R be a real matrix, r a vector, and for each l > 0 let y(l) minimize

‖r − R y‖² + l ‖y‖².

As l increases, ‖y(l)‖ is nonincreasing and ‖r − R y(l)‖ is nondecreasing. If Rᵀr ≠ 0, both changes are strict.

## Residuals, coefficients and the penalty

A self-consistent-field calculation seeks a density or potential x whose residual r, output minus input, vanishes. Anderson mixing stores differences between residuals from the current and earlier iterations as the columns of R, and the corresponding differences of iterates as the columns of a matrix X. With mixing parameter β, the next iterate is

x_new = x − X y + β (r − R y).

With the form of regularization studied here, a penalty on ‖y‖², y solves a small linear system with one unknown per stored difference:

(RᵀR + l I) y = Rᵀr.

For y = 0 the update is plain linear mixing. The parameter l, often written λ, penalizes long coefficient vectors, which nearly dependent columns of R can produce.

The result describes this trade-off for one SCF step with R and r held fixed. The vector r − R y is the residual that a linear model predicts at x − X y, before the step β (r − R y) is added. The result does not compare true residuals of a nonlinear SCF map, nor residuals at x_new.

Most of the argument needs only a linear map R from a real inner product space E of coefficients to a real inner product space F of residuals. Neither has to be finite-dimensional, and the inner product on F may be a weighted one.

```lean
import Mathlib

open Matrix
open scoped InnerProductSpace

namespace RegularizedAndersonMonotonicity

variable {E F : Type*} [NormedAddCommGroup E] [InnerProductSpace ℝ E]
  [NormedAddCommGroup F] [InnerProductSpace ℝ F]
```

The function to be minimized is written J_l(y) below and `objective R r l y` in Lean.

```lean
/-- The regularized Anderson objective: the squared norm of the mixed residual `r - R y`
plus `l` times the squared norm of the mixing coefficients `y`. -/
def objective (R : E →ₗ[ℝ] F) (r : F) (l : ℝ) (y : E) : ℝ :=
  ‖r - R y‖ ^ 2 + l * ‖y‖ ^ 2
```

A minimizer is a vector y with J_l(y) ≤ J_l(z) for every z. The definition presupposes neither existence nor uniqueness.

```lean
/-- The coefficients `y` minimize the regularized Anderson objective with parameter `l`. -/
def IsMinimizer (R : E →ₗ[ℝ] F) (r : F) (l : ℝ) (y : E) : Prop :=
  ∀ z, objective R r l y ≤ objective R r l z
```

## The normal equations from a variation along a line

Let y minimize J_l with l ≥ 0, and take any direction v and real t. Expanding the squares gives

J_l(y + t v) − J_l(y) = −2 t g + t² q,

g = ⟨r − R y, R v⟩ − l ⟨y, v⟩,

q = ‖R v‖² + l ‖v‖² ≥ 0.

Minimality makes the left side nonnegative, so 2 t g ≤ t² q for all t. Choose t = g/(q + 1), so that g = t (q + 1). Then

2 t² (q + 1) ≤ t² q, hence t² (q + 2) ≤ 0.

Therefore t = 0 and g = 0, which is the matrix equation above tested against v. In the proof, `line` is the inequality for all t, and `hs` is its value at the chosen step.

```lean
/-- Normal equations in weak form: for `l ≥ 0`, a minimizer `y` satisfies
`⟪r - R y, R v⟫ = l ⟪y, v⟫` for every variation `v`. -/
theorem normal_equations {R : E →ₗ[ℝ] F} {r : F} {l : ℝ} {y : E} (hl : 0 ≤ l)
    (hy : IsMinimizer R r l y) (v : E) :
    ⟪r - R y, R v⟫_ℝ = l * ⟪y, v⟫_ℝ := by
  -- the objective along the line `y + t v` is a quadratic polynomial in `t`
  have line : ∀ t : ℝ, 2 * t * (⟪r - R y, R v⟫_ℝ - l * ⟪y, v⟫_ℝ)
      ≤ t ^ 2 * (‖R v‖ ^ 2 + l * ‖v‖ ^ 2) := by
    intro t
    have e0 : r - R (y + t • v) = (r - R y) - t • R v := by
      rw [map_add, map_smul]
      abel
    have e1 : ‖r - R (y + t • v)‖ ^ 2
        = ‖r - R y‖ ^ 2 - 2 * t * ⟪r - R y, R v⟫_ℝ + t ^ 2 * ‖R v‖ ^ 2 := by
      rw [e0, norm_sub_sq_real (r - R y) (t • R v), inner_smul_right, norm_smul, mul_pow,
        Real.norm_eq_abs, sq_abs]
      ring
    have e2 : ‖y + t • v‖ ^ 2 = ‖y‖ ^ 2 + 2 * t * ⟪y, v⟫_ℝ + t ^ 2 * ‖v‖ ^ 2 := by
      rw [norm_add_sq_real y (t • v), inner_smul_right, norm_smul, mul_pow,
        Real.norm_eq_abs, sq_abs]
      ring
    have h := hy (y + t • v)
    unfold objective at h
    rw [e1, e2] at h
    linarith
  have hq : 0 ≤ ‖R v‖ ^ 2 + l * ‖v‖ ^ 2 := by positivity
  generalize ‖R v‖ ^ 2 + l * ‖v‖ ^ 2 = q at line hq
  generalize hg : ⟪r - R y, R v⟫_ℝ - l * ⟪y, v⟫_ℝ = g at line
  -- a short step along the slope would lower the objective unless the slope vanishes
  have hs := line (g / (q + 1))
  have hpos : 0 < q + 1 := by linarith
  have hgt : g = g / (q + 1) * (q + 1) := by field_simp
  generalize g / (q + 1) = t at hs hgt
  have ht : t ^ 2 * (q + 2) ≤ 0 := by
    rw [hgt] at hs
    linarith
  have ht0 : t = 0 := by
    by_contra hne
    have : 0 < t ^ 2 * (q + 2) := by positivity
    linarith
  rw [ht0, zero_mul] at hgt
  linarith
```

## Comparing two values of the parameter

Let 0 ≤ l < k, let y minimize J_l and let z minimize J_k. Each is at least as good as the other for its own parameter:

‖r − R y‖² + l ‖y‖² ≤ ‖r − R z‖² + l ‖z‖²,

‖r − R z‖² + k ‖z‖² ≤ ‖r − R y‖² + k ‖y‖².

In the sum the residuals cancel, leaving

(k − l)(‖z‖² − ‖y‖²) ≤ 0.

So ‖z‖ ≤ ‖y‖. The first inequality then gives

‖r − R y‖² ≤ ‖r − R z‖² + l (‖z‖² − ‖y‖²) ≤ ‖r − R z‖².

These two conclusions are `hn` and `hr`; the last lines of the proof pass from squares to norms. The value l = 0, unregularized mixing, is allowed.

```lean
/-- For `0 ≤ l < k`, minimizers `y` for `l` and `z` for `k` satisfy `‖z‖ ≤ ‖y‖` and
`‖r - R y‖ ≤ ‖r - R z‖`. -/
theorem monotone_pair {R : E →ₗ[ℝ] F} {r : F} {l k : ℝ} {y z : E} (hl : 0 ≤ l) (hlk : l < k)
    (hy : IsMinimizer R r l y) (hz : IsMinimizer R r k z) :
    ‖z‖ ≤ ‖y‖ ∧ ‖r - R y‖ ≤ ‖r - R z‖ := by
  have h1 := hy z
  have h2 := hz y
  unfold objective at h1 h2
  -- adding the two minimality inequalities eliminates the residuals
  have hn : ‖z‖ ^ 2 ≤ ‖y‖ ^ 2 := by
    by_contra hc
    have := mul_pos (sub_pos.2 hlk) (sub_pos.2 (not_le.1 hc))
    linarith
  have hr : ‖r - R y‖ ^ 2 ≤ ‖r - R z‖ ^ 2 := by
    have := mul_le_mul_of_nonneg_left hn hl
    linarith
  exact ⟨(sq_le_sq₀ (norm_nonneg _) (norm_nonneg _)).1 hn,
    (sq_le_sq₀ (norm_nonneg _) (norm_nonneg _)).1 hr⟩
```

## When one vector serves two parameters

Suppose z minimizes both J_l and J_k, with 0 ≤ l < k. The normal equations with v = z give

⟨r − R z, R z⟩ = l ⟨z, z⟩ = k ⟨z, z⟩.

Hence (k − l)⟨z, z⟩ = 0 and z = 0. Putting z = 0 back into the normal equations for l leaves ⟨r, R v⟩ = 0 for every v: the residual is orthogonal to the range of R.

```lean
/-- If one vector minimizes the objective for two parameters `0 ≤ l < k`, then the residual `r`
is orthogonal to the range of `R`. -/
theorem orthogonal_of_common_minimizer {R : E →ₗ[ℝ] F} {r : F} {l k : ℝ} {z : E}
    (hl : 0 ≤ l) (hlk : l < k) (h1 : IsMinimizer R r l z) (h2 : IsMinimizer R r k z) (v : E) :
    ⟪r, R v⟫_ℝ = 0 := by
  -- subtracting the normal equations leaves `(k - l) ⟪z, z⟫ = 0`
  have hzz : (k - l) * ⟪z, z⟫_ℝ = 0 := by
    linarith [normal_equations hl h1 z, normal_equations (hl.trans hlk.le) h2 z]
  have hz : z = 0 :=
    inner_self_eq_zero.1 ((mul_eq_zero.1 hzz).resolve_left (sub_pos.2 hlk).ne')
  have h := normal_equations hl h1 v
  simpa [hz] using h
```

## Strict change

Return to the minimizers y for l and z for k, and suppose that some v has ⟨r, R v⟩ ≠ 0. Then z cannot also minimize J_l, so J_l(z) ≤ J_l(y) is impossible. This is `key` in the proof.

If ‖z‖ = ‖y‖, minimality of z for k gives ‖r − R z‖² ≤ ‖r − R y‖², and so J_l(z) ≤ J_l(y). If instead the two residual norms are equal, ‖z‖ ≤ ‖y‖ and l ≥ 0 give the same inequality. Both equalities are therefore excluded.

```lean
/-- If `r` is not orthogonal to the range of `R` and `0 ≤ l < k`, minimizers `y` for `l` and `z`
for `k` satisfy `‖z‖ < ‖y‖` and `‖r - R y‖ < ‖r - R z‖`. -/
theorem strict_pair {R : E →ₗ[ℝ] F} {r : F} {l k : ℝ} {y z : E} (hl : 0 ≤ l) (hlk : l < k)
    (hy : IsMinimizer R r l y) (hz : IsMinimizer R r k z) (hr : ∃ v, ⟪r, R v⟫_ℝ ≠ 0) :
    ‖z‖ < ‖y‖ ∧ ‖r - R y‖ < ‖r - R z‖ := by
  obtain ⟨v, hv⟩ := hr
  obtain ⟨hn, hres⟩ := monotone_pair hl hlk hy hz
  -- `z` cannot do as well as `y` for the smaller parameter
  have key : ¬ objective R r l z ≤ objective R r l y := fun h =>
    hv (orthogonal_of_common_minimizer hl hlk (fun w => h.trans (hy w)) hz v)
  constructor
  · refine lt_of_le_of_ne hn fun he => key ?_
    have h2 := hz y
    unfold objective at h2 ⊢
    rw [he] at h2 ⊢
    linarith
  · refine lt_of_le_of_ne hres fun he => key ?_
    unfold objective
    rw [he]
    gcongr
```

Conversely, let r be orthogonal to the range of R and let l > 0. The normal equations with v = y become

−‖R y‖² = l ‖y‖²,

which forces y = 0. The stored history then offers no reduction of the predicted residual, and neither norm changes with l.

```lean
/-- If `r` is orthogonal to the range of `R` and `l > 0`, every minimizer is zero. -/
theorem minimizer_eq_zero_of_orthogonal {R : E →ₗ[ℝ] F} {r : F} {l : ℝ} {y : E} (hl : 0 < l)
    (hy : IsMinimizer R r l y) (hr : ∀ v, ⟪r, R v⟫_ℝ = 0) : y = 0 := by
  have h := normal_equations hl.le hy y
  rw [inner_sub_left, hr, real_inner_self_eq_norm_sq, real_inner_self_eq_norm_sq] at h
  by_contra hne
  have hp : 0 < ‖y‖ := norm_pos_iff.2 hne
  have : 0 < l * ‖y‖ ^ 2 := by positivity
  linarith [sq_nonneg ‖R y‖]
```

## The identity map as an explicit case

For R the identity and r ≠ 0, set c = 1/(1 + l). Completing the square gives

J_l(z) − J_l(c r) = (1 + l) ‖z − c r‖² ≥ 0.

The minimizer c r has norm ‖r‖/(1 + l) and leaves a residual of norm l ‖r‖/(1 + l), so both strict changes are visible. Lean checks that c r is a minimizer and that ⟨r, r⟩ ≠ 0.

```lean
/-- For `R` the identity, `r ≠ 0` and `l ≥ 0`, the vector `r / (1 + l)` is a minimizer, and `r` is
not orthogonal to the range of `R`. -/
theorem strict_pair_witness {r : E} {l : ℝ} (hr : r ≠ 0) (hl : 0 ≤ l) :
    IsMinimizer (LinearMap.id : E →ₗ[ℝ] E) r l ((1 + l)⁻¹ • r) ∧
      ⟪r, (LinearMap.id : E →ₗ[ℝ] E) r⟫_ℝ ≠ 0 := by
  refine ⟨fun z => ?_, inner_self_ne_zero.2 hr⟩
  have hc : (1 + l)⁻¹ * (1 + l) = 1 := inv_mul_cancel₀ (by linarith)
  generalize (1 + l)⁻¹ = c at hc ⊢
  have e1 : ‖r - c • r‖ ^ 2 = (1 - c) ^ 2 * ‖r‖ ^ 2 := by
    have e0 : r - c • r = (1 - c) • r := by module
    rw [e0, norm_smul, mul_pow, Real.norm_eq_abs, sq_abs]
  have e2 : ‖c • r‖ ^ 2 = c ^ 2 * ‖r‖ ^ 2 := by
    rw [norm_smul, mul_pow, Real.norm_eq_abs, sq_abs]
  have e3 : ‖z - c • r‖ ^ 2 = ‖z‖ ^ 2 - 2 * c * ⟪r, z⟫_ℝ + c ^ 2 * ‖r‖ ^ 2 := by
    rw [norm_sub_sq_real z (c • r), inner_smul_right, e2, real_inner_comm]
    ring
  unfold objective
  simp only [LinearMap.id_coe, id_eq]
  rw [e1, e2, norm_sub_sq_real r z]
  -- the excess of the objective is `(1 + l) ‖z - c r‖²`
  have hp : 0 ≤ (1 + l) * ‖z - c • r‖ ^ 2 := by positivity
  rw [e3] at hp
  linear_combination hp + (2 * c * ‖r‖ ^ 2 - 2 * ⟪r, z⟫_ℝ) * hc
```

## The matrix theorem

For a matrix, the trial vector v = Rᵀr turns the orthogonality condition into the one stated at the start:

⟨r, R Rᵀr⟩ = ‖Rᵀr‖².

This is nonzero when Rᵀr ≠ 0, so the strict comparison applies.

In Lean, `EuclideanSpace` supplies the ordinary 2-norm, `Matrix.toEuclideanLin R` is the matrix acting as a linear map, and `r.ofLp` is the coordinate vector of r. `Set.Ioi 0` is the range l > 0; `AntitoneOn` and `MonotoneOn` mean nonincreasing and nondecreasing there, and the `Strict` versions exclude equality. The hypothesis `hy` says that each y(l) is a minimizer; the Lean theorem assumes this. For l > 0 it holds for the solution y of the linear system at the start, which exists because RᵀR + l I is positive definite: there g = 0 for every v, so the expansion above with t = 1 and v = z − y gives J_l(z) − J_l(y) = ‖R(z − y)‖² + l ‖z − y‖² ≥ 0.

Another model would define y(l) as (RᵀR + l I)⁻¹Rᵀr. That would remove `hy`, but to reuse the comparison above one would first prove in Lean that the formula minimizes the objective. At l = 0 the inverse exists only if the columns of R are linearly independent.

```lean
/-- Let `y l` minimize `‖r - R y‖² + l ‖y‖²` for each `l > 0`, with `R` a real matrix. As `l`
increases, `‖y l‖` is nonincreasing and `‖r - R (y l)‖` is nondecreasing, both strictly if
`Rᵀ r ≠ 0`. -/
theorem regularized_anderson_monotonicity {m n : Type*} [Fintype m] [Fintype n] [DecidableEq n]
    (R : Matrix m n ℝ) (r : EuclideanSpace ℝ m) (y : ℝ → EuclideanSpace ℝ n)
    (hy : ∀ l, 0 < l → IsMinimizer (Matrix.toEuclideanLin R) r l (y l)) :
    AntitoneOn (fun l => ‖y l‖) (Set.Ioi 0) ∧
    MonotoneOn (fun l => ‖r - Matrix.toEuclideanLin R (y l)‖) (Set.Ioi 0) ∧
    (Rᵀ *ᵥ r.ofLp ≠ 0 →
      StrictAntiOn (fun l => ‖y l‖) (Set.Ioi 0) ∧
      StrictMonoOn (fun l => ‖r - Matrix.toEuclideanLin R (y l)‖) (Set.Ioi 0)) := by
  refine ⟨?_, ?_, fun h => ?_⟩
  · intro l hl k hk hlk
    rcases hlk.eq_or_lt with rfl | hlt
    · exact le_rfl
    · exact (monotone_pair (le_of_lt hl) hlt (hy l hl) (hy k hk)).1
  · intro l hl k hk hlk
    rcases hlk.eq_or_lt with rfl | hlt
    · exact le_rfl
    · exact (monotone_pair (le_of_lt hl) hlt (hy l hl) (hy k hk)).2
  · -- the trial vector `Rᵀ r` detects that `r` is not orthogonal to the range
    have hr : ∃ v, ⟪r, Matrix.toEuclideanLin R v⟫_ℝ ≠ 0 := by
      refine ⟨WithLp.toLp 2 (Rᵀ *ᵥ r.ofLp), ?_⟩
      have e : ⟪r, Matrix.toEuclideanLin R (WithLp.toLp 2 (Rᵀ *ᵥ r.ofLp))⟫_ℝ
          = r.ofLp ⬝ᵥ (R *ᵥ (Rᵀ *ᵥ r.ofLp)) := by
        rw [EuclideanSpace.inner_eq_star_dotProduct, dotProduct_comm]
        rfl
      rw [e, Matrix.dotProduct_mulVec, ← Matrix.mulVec_transpose]
      exact fun h0 => h (dotProduct_self_eq_zero.1 h0)
    exact ⟨fun l hl k hk hlk => (strict_pair (le_of_lt hl) hlk (hy l hl) (hy k hk) hr).1,
      fun l hl k hk hlk => (strict_pair (le_of_lt hl) hlk (hy l hl) (hy k hk) hr).2⟩

end RegularizedAndersonMonotonicity
```

```lean
#print axioms RegularizedAndersonMonotonicity.minimizer_eq_zero_of_orthogonal
#print axioms RegularizedAndersonMonotonicity.regularized_anderson_monotonicity
```

```
'RegularizedAndersonMonotonicity.minimizer_eq_zero_of_orthogonal' depends on axioms: [propext, Classical.choice, Quot.sound]
'RegularizedAndersonMonotonicity.regularized_anderson_monotonicity' depends on axioms: [propext, Classical.choice, Quot.sound]
```
